# Fixed-step descent on a one-dimensional squared-Laplacian energy: on an even periodic grid it converges exactly when \(t<h^4/(8c)\)

A step size that relaxes a density smoothly on a coarse grid can fail after the grid is refined. The part of the density that alternates from point to point then changes sign at every iteration without shrinking, and usually it grows. Plain descent on the density is exposed to this when the energy depends nonlinearly on the Laplacian of the density, as in deorbitalized SCAN, because the functional derivative then contains fourth derivatives. For a one-dimensional model with a purely quadratic energy and plain fixed-step descent, the threshold that the step must stay below can be found exactly.

## The threshold and its derivation

Let \(n_i\) be real values on a ring of \(N\) points with spacing \(h>0\), and let

\[
(Ln)_i=\frac{n_{i+1}-2n_i+n_{i-1}}{h^2},\qquad E(n)=\frac c2\sum_i (Ln)_i^2 .
\]

The constant \(c>0\) stands for the curvature of the energy density with respect to the Laplacian, taken to be the same everywhere. For even \(N\) and \(t>0\), the iteration \(n\mapsto n-tc\,L^2n\) converges from every start if and only if \(t<h^4/(8c)\).

**The gradient.** On a ring, \(\sum_i(g_{i+1}-g_i)=0\) for every \(g\). With \(g_i=(u_{i-1}v_i-u_iv_{i-1})/h^2\) one finds \(u_i(Lv)_i-(Lu)_iv_i=g_{i+1}-g_i\), so \(L\) is symmetric. The derivative of \(E\) along \(v\) is therefore \(c\sum_i(Ln)_i(Lv)_i=\sum_i c(L^2n)_iv_i\), and the iteration is gradient descent on \(E\).

**A bound on \(L\).** By Cauchy-Schwarz, \((a-2b+d)^2\le 4(a^2+2b^2+d^2)\). Summing over the ring gives \(\sum_i(Ln)_i^2\le(16/h^4)\sum_i n_i^2\).

**Decay below the threshold.** Let \(n^{(k)}\) be the \(k\)-th iterate, \(A_k=\sum_i (n^{(k)}_i)^2\) and \(B_k=\sum_i(Ln^{(k)})_i^2\). Expanding the square, then using symmetry and the bound applied to \(Ln^{(k)}\),

\[
A_{k+1}=A_k-2tc\,B_k+t^2c^2\sum_i(L^2n^{(k)})_i^2\le A_k-\delta B_k,\qquad \delta=tc\Bigl(2-\frac{16tc}{h^4}\Bigr).
\]

If \(t<h^4/(8c)\), then \(\delta>0\). The sequence \(A_k\) decreases and is bounded below, so it converges, and \(B_k\le(A_k-A_{k+1})/\delta\to0\). Summation by parts and Cauchy-Schwarz now give

\[
\sum_j(n^{(k)}_{j+1}-n^{(k)}_j)^2=-h^2\sum_j n^{(k)}_j(Ln^{(k)})_j\le h^2\sqrt{A_kB_k}\to0 .
\]

Neighbour differences vanish, and hence so do differences between any two points. Each step also conserves \(\sum_j n_j\), because \(L^2n\) sums to zero. With \(\bar n\) the mean of the start, \(n^{(k)}_i-\bar n=\frac1N\sum_j(n^{(k)}_i-n^{(k)}_j)\to0\).

**Failure from the threshold on.** For even \(N\) the checkerboard \(s_i=\pm1\) is well defined, with \(Ls=-(4/h^2)s\) and \(L^2s=(16/h^4)s\). Each step multiplies it by \(r=1-16tc/h^4\). If \(t\ge h^4/(8c)\), then \(r\le-1\) and \(|r^{k+1}-r^k|=|r|^k|r-1|\ge2\), so there is no limit.

## Four points by hand

Take \(N=4\), \(h=c=1\), so the threshold is \(1/8\), and start from \(n=(4,0,0,0)\). Then \(Ln=(-8,4,0,4)\) and \(L^2n=(24,-16,8,-16)\).

With \(t=1/16\) the first step gives \((2.5,1,-0.5,1)\). The deviation from the mean, \((1.5,0,-1.5,0)\), then shrinks by \(3/4\) per step.

With \(t=1/8\) the first step gives \((1,2,-1,2)\), and the iterates end up alternating between neighbourhoods of \((2,0,2,0)\) and \((0,2,0,2)\). At \(h=1/2\) the threshold drops to \(1/128\), and the formerly safe \(t=1/16\) multiplies the checkerboard by \(-15\) per step.

## Grid, iteration and convergence in Lean

```lean
import Mathlib

open Filter Topology

namespace SquaredLaplacianDescent

noncomputable section
```

The index type `ZMod N` supplies the periodic wrap-around in `i + 1` and `i - 1`.

```lean
/-- The periodic second difference of a grid density, divided by the squared spacing (`h ≠ 0`). -/
def lap {N : ℕ} (h : ℝ) (n : ZMod N → ℝ) (i : ZMod N) : ℝ :=
  (n (i + 1) - 2 * n i + n (i - 1)) / h ^ 2

/-- One update `n - t c L² n` of the density, at spacing `h ≠ 0`. -/
def step {N : ℕ} (c h t : ℝ) (n : ZMod N → ℝ) (i : ZMod N) : ℝ :=
  n i - t * c * lap h (lap h n) i
```

Convergence means that for each starting density the iterates `(step c h t)^[k] n` approach some limit `m`, which may depend on the start. Densities are arbitrary real functions, with no positivity or particle-number constraint.

```lean
/-- The iteration has a limit from every starting density on `N` points (spacing `h ≠ 0`). -/
def Converges (N : ℕ) (c h t : ℝ) : Prop :=
  ∀ n : ZMod N → ℝ, ∃ m, Tendsto (fun k : ℕ => (step c h t)^[k] n) atTop (𝓝 m)
```

The checkerboard reads off the parity of a grid point through the map from `ZMod N` to `ZMod 2`, which exists when 2 divides \(N\).

```lean
/-- The density alternating between `1` and `-1` on a ring with an even number of points. -/
def checkerboard {N : ℕ} (hN : 2 ∣ N) (i : ZMod N) : ℝ :=
  if ZMod.castHom hN (ZMod 2) i = 0 then 1 else -1
```

From here on \(N\) is nonzero, so the ring is finite. The energy carries no quadrature weight \(h\); including one in both the energy and the inner product would leave the gradient unchanged.

```lean
variable {N : ℕ} [NeZero N]

/-- The squared-Laplacian energy `(c/2) ∑ (L n)ᵢ²`, at spacing `h ≠ 0`. -/
def energy (c h : ℝ) (n : ZMod N → ℝ) : ℝ := c / 2 * ∑ i, (lap h n i) ^ 2
```

## Summation by parts and the gradient

The first lemma is the vanishing of a summed periodic flux. Later proofs supply the flux and leave the pointwise identity to `ring`.

```lean
/-- Summation by parts: two grid quantities that differ by the difference of a periodic flux
have the same sum. -/
theorem sum_eq_of_flux (a b g : ZMod N → ℝ) (H : ∀ i, a i = b i + (g (i + 1) - g i)) :
    ∑ i, a i = ∑ i, b i := by
  have hg : ∑ i, g (i + 1) = ∑ i, g i := Equiv.sum_comp (Equiv.addRight (1 : ZMod N)) g
  simp only [H, Finset.sum_add_distrib, Finset.sum_sub_distrib]
  linarith

/-- The periodic Laplacian is symmetric. -/
theorem lap_symm (h : ℝ) (u v : ZMod N → ℝ) :
    ∑ i, u i * lap h v i = ∑ i, lap h u i * v i := by
  apply sum_eq_of_flux _ _ (fun i => (u (i - 1) * v i - u i * v (i - 1)) / h ^ 2)
  intro i
  simp only [lap, add_sub_cancel_right]
  ring
```

For the derivative, `key` writes the energy along \(n+\varepsilon v\) as an exact quadratic polynomial in \(\varepsilon\), and `hC` moves one \(L\) across by symmetry.

```lean
/-- The derivative of the energy along any density change `v` is the sum of `c L² n` times `v`. -/
theorem energy_hasDerivAt (c h : ℝ) (n v : ZMod N → ℝ) :
    HasDerivAt (fun ε : ℝ => energy c h (fun i => n i + ε * v i))
      (∑ i, c * lap h (lap h n) i * v i) 0 := by
  -- the energy is a quadratic polynomial in the displacement
  have key : (fun ε : ℝ => energy c h (fun i => n i + ε * v i)) = fun ε : ℝ =>
      energy c h n + ε * (c * ∑ i, lap h n i * lap h v i) + ε ^ 2 * energy c h v := by
    funext ε
    have e : ∀ i, lap h (fun i => n i + ε * v i) i = lap h n i + ε * lap h v i := by
      intro i
      simp only [lap]
      ring
    simp only [energy, e, Finset.mul_sum]
    rw [← Finset.sum_add_distrib, ← Finset.sum_add_distrib]
    exact Finset.sum_congr rfl fun i _ => by ring
  have hC : c * ∑ i, lap h n i * lap h v i = ∑ i, c * lap h (lap h n) i * v i := by
    rw [lap_symm, Finset.mul_sum]
    exact Finset.sum_congr rfl fun i _ => by ring
  rw [key, ← hC]
  have d1 := ((hasDerivAt_id' (0 : ℝ)).mul_const
    (c * ∑ i, lap h n i * lap h v i)).const_add (energy c h n)
  have d2 := (hasDerivAt_pow 2 (0 : ℝ)).mul_const (energy c h v)
  exact (d1.fun_add d2).congr_deriv (by simp)
```

## The norm bound and the decay per step

In `lap_bound`, `p` is the pointwise inequality and `e` sums its right-hand side over the ring.

```lean
/-- The sum of `(L n)ᵢ²` over the grid is at most `16/h⁴` times the sum of `nᵢ²` (spacing `h ≠ 0`).
-/
theorem lap_bound (h : ℝ) (n : ZMod N → ℝ) :
    ∑ i, (lap h n i) ^ 2 ≤ 16 / h ^ 4 * ∑ i, (n i) ^ 2 := by
  have e : ∑ i, 4 * (n (i + 1) ^ 2 + 2 * n i ^ 2 + n (i - 1) ^ 2) / h ^ 4
      = ∑ i, 16 / h ^ 4 * n i ^ 2 := by
    apply sum_eq_of_flux _ _ (fun i => 4 * (n i ^ 2 - n (i - 1) ^ 2) / h ^ 4)
    intro i
    simp only [add_sub_cancel_right]
    ring
  rw [Finset.mul_sum, ← e]
  refine Finset.sum_le_sum fun i _ => ?_
  have p : (n (i + 1) - 2 * n i + n (i - 1)) ^ 2
      ≤ 4 * (n (i + 1) ^ 2 + 2 * n i ^ 2 + n (i - 1) ^ 2) := by
    nlinarith [sq_nonneg (n (i + 1) - n (i - 1)), sq_nonneg (n (i + 1) + n i),
      sq_nonneg (n i + n (i - 1))]
  calc (lap h n i) ^ 2 = (n (i + 1) - 2 * n i + n (i - 1)) ^ 2 / h ^ 4 := by
        simp only [lap]
        ring
    _ ≤ _ := div_le_div_of_nonneg_right p (by positivity)
```

In `step_decay`, `e` expands the square, `s` uses symmetry, and `b` applies the bound to \(Ln\). The inequality holds for all real parameters; the sign of \(\delta\) matters only afterwards.

```lean
/-- One step changes `∑ n²` by at most `-tc (2 - 16tc/h⁴) ∑ (L n)²`. -/
theorem step_decay (c h t : ℝ) (n : ZMod N → ℝ) :
    ∑ i, (step c h t n i) ^ 2 ≤
      ∑ i, (n i) ^ 2 - t * c * (2 - t * c * (16 / h ^ 4)) * ∑ i, (lap h n i) ^ 2 := by
  have e : ∑ i, (step c h t n i) ^ 2 = ∑ i, (n i) ^ 2
      - 2 * (t * c) * ∑ i, n i * lap h (lap h n) i
      + (t * c) ^ 2 * ∑ i, (lap h (lap h n) i) ^ 2 := by
    rw [Finset.mul_sum, Finset.mul_sum, ← Finset.sum_sub_distrib, ← Finset.sum_add_distrib]
    refine Finset.sum_congr rfl fun i _ => ?_
    simp only [step]
    ring
  have s : ∑ i, n i * lap h (lap h n) i = ∑ i, (lap h n i) ^ 2 := by
    rw [lap_symm]
    simp only [sq]
  have b := mul_le_mul_of_nonneg_left (lap_bound h (lap h n)) (sq_nonneg (t * c))
  rw [e, s]
  nlinarith [b]
```

## Relaxation to the mean

Here `u k` is \(n^{(k)}\). The hypothesis on `t` gives `hpos`, monotone convergence gives `hA`, and `hB` squeezes \(B_k\) to zero. The identity `hD` is the summation by parts for neighbour differences. Two square roots appear because a single difference is bounded by \(\sqrt{h^2\sqrt{A_kB_k}}\).

```lean
/-- For positive `c`, `h`, `t` with `t < h⁴/(8c)`, the difference between neighbouring grid
points dies out along the iteration. -/
theorem neighbour_difference_tendsto {c h t : ℝ} (hc : 0 < c) (hh : 0 < h) (ht : 0 < t)
    (hlt : t < h ^ 4 / (8 * c)) (n : ZMod N → ℝ) (i : ZMod N) :
    Tendsto (fun k : ℕ => (step c h t)^[k] n (i + 1) - (step c h t)^[k] n i)
      atTop (𝓝 0) := by
  obtain ⟨u, hu⟩ : ∃ u : ℕ → ZMod N → ℝ, ∀ k, u k = (step c h t)^[k] n :=
    ⟨_, fun _ => rfl⟩
  simp only [← hu]
  have hs : ∀ k, u (k + 1) = step c h t (u k) := by
    intro k
    rw [hu, hu, Function.iterate_succ_apply']
  obtain ⟨δ, hδ⟩ : ∃ δ, δ = t * c * (2 - t * c * (16 / h ^ 4)) := ⟨_, rfl⟩
  have hpos : 0 < δ := by
    rw [lt_div_iff₀ (by positivity)] at hlt
    have h2 : t * c * (16 / h ^ 4) < 2 := by
      rw [← mul_div_assoc, div_lt_iff₀ (by positivity)]
      linarith
    rw [hδ]
    exact mul_pos (mul_pos ht hc) (by linarith)
  have hdec : ∀ k, ∑ j, (u (k + 1) j) ^ 2
      ≤ ∑ j, (u k j) ^ 2 - δ * ∑ j, (lap h (u k) j) ^ 2 := by
    intro k
    rw [hs, hδ]
    exact step_decay c h t (u k)
  have hB0 : ∀ k, 0 ≤ ∑ j, (lap h (u k) j) ^ 2 :=
    fun k => Finset.sum_nonneg fun j _ => sq_nonneg _
  -- the decreasing sum of squares converges, so the Laplacian tends to zero
  have hanti : Antitone (fun k => ∑ j, (u k j) ^ 2) :=
    antitone_nat_of_succ_le fun k => by
      have := mul_nonneg hpos.le (hB0 k)
      linarith [hdec k]
  have hbdd : BddBelow (Set.range (fun k => ∑ j, (u k j) ^ 2)) := by
    refine ⟨0, ?_⟩
    rintro _ ⟨k, rfl⟩
    exact Finset.sum_nonneg fun j _ => sq_nonneg _
  have hA := tendsto_atTop_ciInf hanti hbdd
  have hA1 := hA.comp (tendsto_add_atTop_nat 1)
  have hB : Tendsto (fun k => ∑ j, (lap h (u k) j) ^ 2) atTop (𝓝 0) := by
    have hd := (hA.sub hA1).div_const δ
    rw [sub_self, zero_div] at hd
    refine squeeze_zero hB0 (fun k => ?_) hd
    rw [le_div_iff₀ hpos]
    change _ ≤ ∑ j, (u k j) ^ 2 - ∑ j, (u (k + 1) j) ^ 2
    linarith [hdec k]
  have hP := ((hA.mul hB).const_mul (h ^ 4)).sqrt.sqrt
  simp only [mul_zero, Real.sqrt_zero] at hP
  -- summation by parts and Cauchy-Schwarz control the neighbour differences
  refine squeeze_zero_norm (fun k => ?_) hP
  rw [Real.norm_eq_abs]
  apply Real.abs_le_sqrt
  have hD : ∑ j, (u k (j + 1) - u k j) ^ 2 = ∑ j, -h ^ 2 * (u k j * lap h (u k) j) := by
    apply sum_eq_of_flux _ _ (fun j => u k j ^ 2 - u k j * u k (j - 1))
    intro j
    simp only [lap, add_sub_cancel_right]
    field_simp
    ring
  have h1 : (u k (i + 1) - u k i) ^ 2 ≤ ∑ j, (u k (j + 1) - u k j) ^ 2 :=
    Finset.single_le_sum (f := fun j => (u k (j + 1) - u k j) ^ 2)
      (fun j _ => sq_nonneg _) (Finset.mem_univ i)
  refine h1.trans ((le_abs_self _).trans (Real.abs_le_sqrt ?_))
  rw [hD, ← Finset.mul_sum]
  calc (-h ^ 2 * ∑ j, u k j * lap h (u k) j) ^ 2
      = h ^ 4 * (∑ j, u k j * lap h (u k) j) ^ 2 := by ring
    _ ≤ _ := mul_le_mul_of_nonneg_left
        (Finset.sum_mul_sq_le_sq_mul_sq _ _ _) (by positivity)
```

Next, `hmass` proves conservation of the total by induction, `hfar` adds up neighbour differences along the ring, and `hpair` covers any two points. Averaging over `j` identifies the limit. This theorem holds for odd \(N\) as well.

```lean
/-- For positive `c`, `h`, `t` with `t < h⁴/(8c)`, every starting density relaxes to the uniform
density with the same mean. -/
theorem tendsto_mean {c h t : ℝ} (hc : 0 < c) (hh : 0 < h) (ht : 0 < t)
    (hlt : t < h ^ 4 / (8 * c)) (n : ZMod N → ℝ) :
    Tendsto (fun k : ℕ => (step c h t)^[k] n) atTop (𝓝 (fun _ => (∑ j, n j) / N)) := by
  -- the total density is conserved
  have hmass : ∀ k : ℕ, ∑ j, (step c h t)^[k] n j = ∑ j, n j := by
    intro k
    induction k with
    | zero => rfl
    | succ k ih =>
      rw [Function.iterate_succ_apply', ← ih]
      generalize (step c h t)^[k] n = w
      apply sum_eq_of_flux _ _ (fun j => -(t * c) * (lap h w j - lap h w (j - 1)) / h ^ 2)
      intro j
      rw [step, lap]
      simp only [add_sub_cancel_right]
      ring
  refine tendsto_pi_nhds.2 fun i => ?_
  have hfar : ∀ (j : ZMod N) (m : ℕ), Tendsto (fun k : ℕ =>
      (step c h t)^[k] n (j + m) - (step c h t)^[k] n j) atTop (𝓝 0) := by
    intro j m
    induction m with
    | zero => simp
    | succ m ih =>
      have hs := (neighbour_difference_tendsto hc hh ht hlt n (j + m)).add ih
      rw [add_zero] at hs
      refine Filter.Tendsto.congr (fun k => ?_) hs
      rw [Nat.cast_succ, ← add_assoc]
      ring
  have hpair : ∀ j : ZMod N, Tendsto (fun k : ℕ =>
      (step c h t)^[k] n i - (step c h t)^[k] n j) atTop (𝓝 0) := by
    intro j
    have hj := hfar j (i - j).val
    rwa [ZMod.natCast_zmod_val, add_sub_cancel] at hj
  -- average the differences over all grid points
  have hlim := ((tendsto_finsetSum Finset.univ fun j _ => hpair j).div_const
    (N : ℝ)).add_const ((∑ j, n j) / N)
  simp only [Finset.sum_const_zero, zero_div, zero_add] at hlim
  refine Filter.Tendsto.congr (fun k => ?_) hlim
  have hN0 : (N : ℝ) ≠ 0 := Nat.cast_ne_zero.2 (NeZero.ne N)
  rw [Finset.sum_sub_distrib, hmass k, Finset.sum_const, Finset.card_univ, ZMod.card,
    nsmul_eq_mul, ← add_div, sub_add_cancel, mul_div_cancel_left₀ _ hN0]
```

## The checkerboard and the exact threshold

The sign change under a shift by one point, `hp` and `hm`, reduces each step to multiplication by \(r\).

```lean
omit [NeZero N] in
/-- On an even ring, `k` steps multiply the checkerboard density by `(1 - 16tc/h⁴)^k`. -/
theorem iterate_checkerboard (hN : 2 ∣ N) (c h t : ℝ) (k : ℕ) :
    (step c h t)^[k] (checkerboard hN)
      = fun i => (1 - t * c * (16 / h ^ 4)) ^ k * checkerboard hN i := by
  have hp : ∀ i, checkerboard hN (i + 1) = -checkerboard hN i := by
    intro i
    have h10 : (1 : ZMod 2) ≠ 0 := by decide
    have h11 : (1 : ZMod 2) + 1 = 0 := by decide
    have hall : ∀ a : ZMod 2, a = 0 ∨ a = 1 := by decide
    unfold checkerboard
    rw [map_add, map_one]
    rcases hall (ZMod.castHom hN (ZMod 2) i) with ha | ha <;> rw [ha] <;> simp [h10, h11]
  have hm : ∀ i, checkerboard hN (i - 1) = -checkerboard hN i := by
    intro i
    have := hp (i - 1)
    rw [sub_add_cancel] at this
    linarith
  induction k with
  | zero =>
    funext i
    simp
  | succ k ih =>
    rw [Function.iterate_succ_apply', ih]
    funext i
    simp only [step, lap, hp, hm]
    ring
```

The main theorem assumes that \(N\) is even and nonzero and that \(c\), \(h\) and \(t\) are positive. It includes \(N=2\), where both neighbours are the same point. Its "only if" half fails for every odd \(N\): no checkerboard fits on the ring, all eigenvalues of \(L^2\) lie below \(16/h^4\), and the iteration still converges at \(t=h^4/(8c)\). In the extreme case \(N=1\) the operator \(L\) is zero and every step converges. In the proof, a supposed limit would force successive amplitudes at grid point 0 together, but they stay at least 2 apart; `hbad` is the resulting contradiction \(2\le0\).

```lean
/-- On a periodic grid with an even number of points and positive `c`, `h`, `t`, the iteration
`n ↦ n - t c L² n` converges from every start if and only if `t < h⁴/(8c)`. -/
theorem converges_iff (hN : Even N) {c h t : ℝ} (hc : 0 < c) (hh : 0 < h) (ht : 0 < t) :
    Converges N c h t ↔ t < h ^ 4 / (8 * c) := by
  refine ⟨fun H => ?_, fun hlt n => ⟨_, tendsto_mean hc hh ht hlt n⟩⟩
  by_contra hge
  rw [not_lt, div_le_iff₀ (by positivity)] at hge
  have h2 : 2 ≤ t * c * (16 / h ^ 4) := by
    rw [← mul_div_assoc, le_div_iff₀ (by positivity)]
    linarith
  obtain ⟨m, hm⟩ := H (checkerboard hN.two_dvd)
  have h0 := tendsto_pi_nhds.1 hm 0
  have hone : checkerboard hN.two_dvd (0 : ZMod N) = 1 := by
    unfold checkerboard
    rw [map_zero, if_pos rfl]
  simp only [iterate_checkerboard, hone, mul_one] at h0
  obtain ⟨r, hr⟩ : ∃ r, r = 1 - t * c * (16 / h ^ 4) := ⟨_, rfl⟩
  rw [← hr] at h0
  -- successive checkerboard amplitudes stay at least 2 apart
  have hd := ((h0.comp (tendsto_add_atTop_nat 1)).sub h0).abs
  rw [sub_self, abs_zero] at hd
  have hbad : (2 : ℝ) ≤ 0 := by
    refine ge_of_tendsto' hd fun k => ?_
    change 2 ≤ |r ^ (k + 1) - r ^ k|
    rw [show r ^ (k + 1) - r ^ k = r ^ k * (r - 1) by ring, abs_mul, abs_pow]
    have a1 : 1 ≤ |r| ^ k := one_le_pow₀ (by linarith [neg_le_abs r])
    have a2 : 2 ≤ |r - 1| := by linarith [neg_le_abs (r - 1)]
    nlinarith
  linarith
```

Substituting \(h/2\) into the threshold divides it by 16. The theorem below keeps \(N\) fixed, whereas refining a ring of fixed length doubles \(N\); the threshold is the same for every even \(N\), so the factor is 16 in both cases. For unpreconditioned fixed-step descent on this quadratic one-dimensional model, halving the spacing thus cuts the stable step sixteenfold; self-consistency schemes with mixing or preconditioning need a separate analysis.

```lean
/-- On an even ring with positive `c`, `h`, `t`, the step `t` converges at spacing `h/2` exactly
when the sixteen times larger step converges at spacing `h`. -/
theorem converges_half_spacing (hN : Even N) {c h t : ℝ} (hc : 0 < c) (hh : 0 < h)
    (ht : 0 < t) : Converges N c (h / 2) t ↔ Converges N c h (16 * t) := by
  rw [converges_iff hN hc (by positivity) ht, converges_iff hN hc hh (by positivity),
    show (h / 2) ^ 4 / (8 * c) = h ^ 4 / (8 * c) / 16 by ring]
  constructor <;> intro H <;> linarith

end

end SquaredLaplacianDescent
```

```lean
#print axioms SquaredLaplacianDescent.energy_hasDerivAt
#print axioms SquaredLaplacianDescent.converges_half_spacing
```

```
'SquaredLaplacianDescent.energy_hasDerivAt' depends on axioms: [propext, Classical.choice, Quot.sound]
'SquaredLaplacianDescent.converges_half_spacing' depends on axioms: [propext, Classical.choice, Quot.sound]
```
